# The inverse squares of the odd positive integers sum to π²/8

The lemma `hasSum_odd` states that the series 1 + 1/9 + 1/25 + …, whose terms are 1/(2k + 1)² for k = 0, 1, 2, …, converges in the real numbers to π²/8. It is a purely mathematical statement, with no physical model or physical assumption in it. The proof starts from the known sum of all inverse squares, π²/6, and scales it by 1/4 to get π²/24 for the even terms. It then shows that the odd terms are summable, and uses the uniqueness of the total to find their sum by subtraction.

In Lean, a first try:

```lean
import Mathlib

open Filter Topology Real

namespace HasSumOdd

noncomputable section

/-- The inverse squares of the odd positive integers sum to `π²/8`. -/
theorem hasSum_odd : HasSum (fun k : ℕ => 1 / (2 * (k:ℝ) + 1) ^ 2) (π ^ 2 / 8) := by
  have he : HasSum (fun k : ℕ => 1 / ((2 * k : ℕ) : ℝ) ^ 2) (π ^ 2 / 24) := by
    convert hasSum_zeta_two.mul_left (1 / 4) using 1
    · funext k
      push_cast
      ring
    · ring
  have ho : Summable (fun k : ℕ => 1 / ((2 * k + 1 : ℕ) : ℝ) ^ 2) :=
    hasSum_zeta_two.summable.comp_injective (i := fun k : ℕ => 2 * k + 1)
      (fun a b h => by simpa using h)
  have hv := (HasSum.even_add_odd (f := fun n : ℕ => 1 / (n:ℝ) ^ 2) he ho.hasSum).unique
    hasSum_zeta_two
  convert ho.hasSum using 1
  · funext k
    simp
  · linarith

end

end HasSumOdd
```

Compiling this gives:

```
Main.lean:13:6: error: Tactic `apply` failed: could not unify the conclusion of `@funext`
  ?f = ?g
with the goal
  instAddCommMonoid =
    CommRing.toNonUnitalCommRing.toNonUnitalNonAssocCommRing.toNonUnitalNonAssocSemiring.toAddCommMonoid

Note: The full type of `@funext` is
  ∀ {α : Sort ?u.92} {β : α → Sort ?u.91} {f g : (x : α) → β x}, (∀ (x : α), f x = g x) → f = g

case e'_3
⊢ instAddCommMonoid =
    CommRing.toNonUnitalCommRing.toNonUnitalNonAssocCommRing.toNonUnitalNonAssocSemiring.toAddCommMonoid
Try this:
  [apply] ring_nf
  
  The `ring` tactic failed to close the goal. Use `ring_nf` to obtain a normal form.
    
  Note that `ring` works primarily in *commutative* rings. If you have a noncommutative ring, abelian group or module, consider using `noncomm_ring`, `abel` or `module` instead.
Main.lean:16:4: error: unsolved goals
case e'_5
⊢ (fun k => (↑(k * 2))⁻¹ ^ 2) = fun i => (↑i)⁻¹ ^ 2 * (1 / 4)
Main.lean:11:76: error: unsolved goals
case e'_6
⊢ π ^ 2 / 24 = 1 / 4 * (π ^ 2 / 6)
```

Cause. All three errors come from one miscount of goals. In the proof of `he`, `convert ... using 1` leaves three goals, but the attempt has bullets for only two. The unexpected first goal asks that two `AddCommMonoid` instances be equal: the one in the stated `HasSum`, and the one reached through the ring structure in the `mul_left` result.

The first bullet therefore applies `funext` to an equation between instances, not functions, and fails. The second bullet, meant for the values, gets the equation between functions. There `ring` fails, as neither `funext` nor `push_cast` has been run and the cast `↑(k * 2)` is still unexpanded. The third goal, `π ^ 2 / 24 = 1 / 4 * (π ^ 2 / 6)`, has no bullet left and stays unsolved.

The added `· rfl` closes the first goal, since the two instances are equal by definition. The original bullets then meet the goals they were written for, and both work unchanged.

After these edits no error is left:

```diff
@@ -11,4 +11,5 @@
   have he : HasSum (fun k : ℕ => 1 / ((2 * k : ℕ) : ℝ) ^ 2) (π ^ 2 / 24) := by
     convert hasSum_zeta_two.mul_left (1 / 4) using 1
+    · rfl
     · funext k
       push_cast
```
